# For a real symmetric matrix \(G\) with spectrum in \([-\rho,\rho]\), \(0<\rho\le 1\), \(n\) steps of Chebyshev semi-iteration reduce the error norm by at least the factor \(T_n(1/\rho)\)

Solve \(x=Gx+b\) by repeated substitution, and each eigenmode of the error is multiplied by its eigenvalue at every step. If the largest eigenvalue is \(0.99\), the error in that mode needs 230 steps to fall by a factor of ten. Semi-iteration applies \(G\) once per step too, but combines each new result with an earlier iterate. With badly chosen weights such a combination can amplify the error, so the weights need a guarantee.

Equations of this kind arise in linear response and, after a splitting such as Jacobi's, from the discretised Poisson equation of electronic-structure codes. The bound below applies when the problem is linear and finite-dimensional, \(G\) is symmetric and a number \(\rho\le 1\) is known that no eigenvalue of \(G\) exceeds in modulus.

The setting is a real inner product space `E`. Finite dimension is assumed only for the two norm bounds.

In Lean 4 with Mathlib:

```lean
import Mathlib

open Polynomial

namespace ChebyshevSemiIteration

noncomputable section

variable {E : Type*} [NormedAddCommGroup E] [InnerProductSpace ℝ E]
```

## Weights, errors and the solver

The Chebyshev polynomials are fixed by \(T_0(x)=1\), \(T_1(x)=x\) and \(T_{n+2}(x)=2x\,T_{n+1}(x)-T_n(x)\). The function `cheb n x` is the value \(T_n(x)\), taken from Mathlib's polynomial.

```lean
/-- The value `T_n(x)` of the Chebyshev polynomial of the first kind. -/
def cheb (n : ℕ) (x : ℝ) : ℝ := (Chebyshev.T ℝ (n : ℤ)).eval x
```

Write \(c_n=T_n(1/\rho)\). The weights are

\[
w_n=\frac{2c_n}{\rho\,c_{n+1}} .
\]

```lean
/-- The relaxation weight `w_n = 2 T_n(1/ρ) / (ρ T_(n+1)(1/ρ))`, for `0 < ρ ≤ 1`. -/
def weight (ρ : ℝ) (n : ℕ) : ℝ :=
  2 * cheb n (1 / ρ) / (ρ * cheb (n + 1) (1 / ρ))
```

The error starts from \(e_0\), with \(e_1=Ge_0\), and continues as

\[
e_{n+2}=w_{n+1}Ge_{n+1}+(1-w_{n+1})e_n .
\]

The first weight used is therefore \(w_1\). The type `Module.End ℝ E` contains all linear operators on `E`; symmetry enters later as a separate hypothesis.

```lean
/-- The error recursion `e_1 = G e_0`, `e_(n+1) = w_n G e_n + (1 - w_n) e_(n-1)`,
for `0 < ρ ≤ 1`. -/
def err (G : Module.End ℝ E) (ρ : ℝ) (e₀ : E) : ℕ → E
  | 0 => e₀
  | 1 => G e₀
  | n + 2 => weight ρ (n + 1) • G (err G ρ e₀ (n + 1))
      + (1 - weight ρ (n + 1)) • err G ρ e₀ n
```

A program has no access to the error. It computes iterates \(x_n\) from a starting guess \(x_0\) and the source \(b\), with \(Gx_{n+1}+b\) in the place of \(Ge_{n+1}\).

```lean
/-- The semi-iterative solver for the linear system `x = G x + b`, for `0 < ρ ≤ 1`. -/
def iterate (G : Module.End ℝ E) (b : E) (ρ : ℝ) (x₀ : E) : ℕ → E
  | 0 => x₀
  | 1 => G x₀ + b
  | n + 2 => weight ρ (n + 1) • (G (iterate G b ρ x₀ (n + 1)) + b)
      + (1 - weight ρ (n + 1)) • iterate G b ρ x₀ n
```

The convergence rate will be expressed through

\[
q=\frac{\rho}{1+\sqrt{1-\rho^2}} .
\]

```lean
/-- The number `q = ρ / (1 + √(1 - ρ²))`, for `0 < ρ ≤ 1`. -/
def chebRate (ρ : ℝ) : ℝ := ρ / (1 + √(1 - ρ ^ 2))
```

## The normalising factors are at least one

The three-term recurrence carries over from polynomials to their values.

```lean
/-- The three-term recurrence of the Chebyshev polynomials. -/
theorem cheb_add_two (n : ℕ) (x : ℝ) :
    cheb (n + 2) x = 2 * x * cheb (n + 1) x - cheb n x := by
  have h := Chebyshev.T_add_two ℝ (n : ℤ)
  simp only [cheb]
  push_cast
  rw [h]
  simp
```

Let \(x=1/\rho\ge 1\). Then \(T_0(x)=1\le x=T_1(x)\). If \(1\le T_m(x)\le T_{m+1}(x)\), the recurrence gives

\[
T_{m+2}(x)-T_{m+1}(x)=2(x-1)T_{m+1}(x)+\bigl(T_{m+1}(x)-T_m(x)\bigr)\ge 0 .
\]

Hence \(c_n\ge 1\) for all \(n\), and no weight has a vanishing denominator. The induction in `key` carries both inequalities together, because the lower bound alone does not reproduce itself.

```lean
/-- For `0 < ρ ≤ 1` the normalising factor `T_n(1/ρ)` is at least one. -/
theorem one_le_cheb {ρ : ℝ} (h0 : 0 < ρ) (h1 : ρ ≤ 1) (n : ℕ) :
    1 ≤ cheb n (1 / ρ) := by
  have hx : 1 ≤ 1 / ρ := by rw [le_div_iff₀ h0]; linarith
  generalize 1 / ρ = x at hx
  -- the values also never decrease with the degree, which carries the induction
  have key : ∀ m, 1 ≤ cheb m x ∧ cheb m x ≤ cheb (m + 1) x := by
    intro m
    induction m with
    | zero => simp [cheb, hx]
    | succ m ih =>
      obtain ⟨ha, hb⟩ := ih
      refine ⟨ha.trans hb, ?_⟩
      have h := cheb_add_two m x
      have hp : 0 ≤ (x - 1) * cheb (m + 1) x :=
        mul_nonneg (by linarith) (by linarith)
      change cheb (m + 1) x ≤ cheb (m + 2) x
      nlinarith
  exact (key n).1
```

## Rescaling turns the iteration into the Chebyshev recurrence

Multiply the error recursion by \(c_{n+2}\). The definition of the weight gives \(c_{n+2}w_{n+1}=(2/\rho)c_{n+1}\), and the recurrence for \(c_n\) then gives

\[
c_{n+2}(1-w_{n+1})=c_{n+2}-\frac{2}{\rho}c_{n+1}=-c_n .
\]

These identities are `hw` and `hv` in the proof. Together they yield

\[
c_{n+2}e_{n+2}=\frac{2}{\rho}\,G\,(c_{n+1}e_{n+1})-c_ne_n .
\]

```lean
/-- The rescaled errors `T_n(1/ρ) e_n` obey the Chebyshev recurrence with `G/ρ` in place
of the variable. -/
theorem scaled_recurrence (G : Module.End ℝ E) {ρ : ℝ} (h0 : 0 < ρ) (h1 : ρ ≤ 1)
    (e₀ : E) (n : ℕ) :
    cheb (n + 2) (1 / ρ) • err G ρ e₀ (n + 2) =
      (2 / ρ) • G (cheb (n + 1) (1 / ρ) • err G ρ e₀ (n + 1))
        - cheb n (1 / ρ) • err G ρ e₀ n := by
  have hw : cheb (n + 2) (1 / ρ) * weight ρ (n + 1) = 2 / ρ * cheb (n + 1) (1 / ρ) := by
    have hc : cheb (n + 2) (1 / ρ) ≠ 0 := by linarith [one_le_cheb h0 h1 (n + 2)] |> ne_of_gt
    change cheb (n + 2) (1 / ρ) *
      (2 * cheb (n + 1) (1 / ρ) / (ρ * cheb (n + 2) (1 / ρ))) = _
    generalize cheb (n + 2) (1 / ρ) = c at hc ⊢
    generalize cheb (n + 1) (1 / ρ) = d
    field_simp
  have hv : cheb (n + 2) (1 / ρ) * (1 - weight ρ (n + 1)) = -cheb n (1 / ρ) := by
    linear_combination cheb_add_two n (1 / ρ) - hw
  have he : err G ρ e₀ (n + 2) = weight ρ (n + 1) • G (err G ρ e₀ (n + 1))
      + (1 - weight ρ (n + 1)) • err G ρ e₀ n := rfl
  rw [he, smul_add, smul_smul, smul_smul, hw, hv, map_smul]
  module
```

The vectors \(T_n(G/\rho)e_0\) satisfy the same recurrence. The starting values agree as well: \(c_0e_0=e_0\) and \(c_1e_1=Ge_0/\rho\). Two-step induction gives \(c_ne_n=T_n(G/\rho)e_0\), and division by \(c_n\) gives

\[
e_n=\frac{T_n(G/\rho)\,e_0}{T_n(1/\rho)} .
\]

In the statement, `aeval (ρ⁻¹ • G)` substitutes the operator \(G/\rho\) into the polynomial. Neither symmetry nor a condition on the spectrum is used.

```lean
/-- Closed form of the error: `e_n = T_n(G/ρ) e_0 / T_n(1/ρ)`. -/
theorem err_closed_form (G : Module.End ℝ E) {ρ : ℝ} (h0 : 0 < ρ) (h1 : ρ ≤ 1)
    (e₀ : E) (n : ℕ) :
    err G ρ e₀ n =
      (cheb n (1 / ρ))⁻¹ • (aeval (ρ⁻¹ • G) (Chebyshev.T ℝ (n : ℤ))) e₀ := by
  have key : cheb n (1 / ρ) • err G ρ e₀ n =
      (aeval (ρ⁻¹ • G) (Chebyshev.T ℝ (n : ℤ))) e₀ := by
    induction n using Nat.twoStepInduction with
    | zero => simp [cheb, err]
    | one => simp [cheb, err]
    | more n ih0 ih1 =>
      have h : Chebyshev.T ℝ ((n : ℤ) + 2) =
          (2 : ℝ) • (X * Chebyshev.T ℝ ((n : ℤ) + 1)) - Chebyshev.T ℝ (n : ℤ) := by
        rw [Chebyshev.T_add_two, two_smul]
        ring
      rw [scaled_recurrence G h0 h1, ih1, ih0]
      push_cast
      rw [h]
      simp only [map_sub, map_smul, map_mul, aeval_X, LinearMap.sub_apply,
        LinearMap.smul_apply, Module.End.mul_apply]
      module
  have hc : cheb n (1 / ρ) ≠ 0 := (zero_lt_one.trans_le (one_le_cheb h0 h1 n)).ne'
  rw [← key, smul_smul, inv_mul_cancel₀ hc, one_smul]
```

## Each eigenmode evolves separately

Now let \(G\) be symmetric, \(\langle Gx,y\rangle=\langle x,Gy\rangle\), and let \(Gv=\mu v\). Then \(\langle v,Gy\rangle=\mu\langle v,y\rangle\) for every \(y\). Taking the inner product of the rescaled recurrence with \(v\), and setting \(a_n=c_n\langle v,e_n\rangle\), we find

\[
a_{n+2}=2\frac{\mu}{\rho}\,a_{n+1}-a_n,\qquad a_0=\langle v,e_0\rangle,\qquad a_1=\frac{\mu}{\rho}\langle v,e_0\rangle .
\]

This is the recurrence for \(T_n(\mu/\rho)\), so \(a_n=T_n(\mu/\rho)\langle v,e_0\rangle\). The vector \(v\) need not be normalised.

```lean
/-- For symmetric `G`, the error component along an eigenvector with eigenvalue `μ` satisfies
`T_n(1/ρ) ⟨v, e_n⟩ = T_n(μ/ρ) ⟨v, e_0⟩`. -/
theorem inner_err {G : Module.End ℝ E} (hG : LinearMap.IsSymmetric G) {ρ : ℝ}
    (h0 : 0 < ρ) (h1 : ρ ≤ 1) {v : E} {μ : ℝ} (hv : G v = μ • v) (e₀ : E) (n : ℕ) :
    cheb n (1 / ρ) * inner ℝ v (err G ρ e₀ n) = cheb n (μ / ρ) * inner ℝ v e₀ := by
  have hGv : ∀ y, inner ℝ v (G y) = μ * inner ℝ v y := fun y => by
    rw [← hG v y, hv, real_inner_smul_left]
  induction n using Nat.twoStepInduction with
  | zero => simp [cheb, err]
  | one =>
    have c1 : ∀ x, cheb 1 x = x := fun x => by simp [cheb]
    rw [c1, c1]
    change 1 / ρ * inner ℝ v (G e₀) = _
    rw [hGv]
    ring
  | more n ih0 ih1 =>
    have h := congrArg (fun y => inner ℝ v y) (scaled_recurrence G h0 h1 e₀ n)
    simp only [inner_sub_right, real_inner_smul_right, map_smul, hGv] at h
    rw [cheb_add_two n (μ / ρ)]
    linear_combination h + (2 * μ / ρ) * ih1 - ih0
```

## Parseval's identity gives the norm bound

The hypothesis `hspec` says that every eigenvalue satisfies \(|\mu|\le\rho\). For \(\rho<1\), a single application of \(G\) therefore weakens every eigenmode. The full response \(x=(1-G)^{-1}b\) can still be much larger than the source \(b\): a mode with \(\mu=0.99\) is amplified a hundredfold. The bound \(|\mu|\le\rho\) is assumed, and has to come from knowledge of the problem.

Choose an orthonormal eigenbasis \(v_i\) with eigenvalues \(\mu_i\); the proof calls the basis `b`. Since \(|\mu_i/\rho|\le 1\), we can write \(\mu_i/\rho=\cos\theta_i\), and \(T_n(\cos\theta_i)=\cos n\theta_i\) has modulus at most one. Parseval's identity and the mode formula give

\[
c_n^2\|e_n\|^2=\sum_i T_n(\mu_i/\rho)^2\langle v_i,e_0\rangle^2\le\sum_i\langle v_i,e_0\rangle^2=\|e_0\|^2 .
\]

Taking square roots, \(\|e_n\|\le\|e_0\|/T_n(1/\rho)\). The proof compares the two sums term by term with `Finset.sum_le_sum`. At \(\rho=1\) all \(c_n\) equal one, and the bound says only that the error norm never exceeds its initial value.

```lean
/-- If `G` is symmetric with all eigenvalues in `[-ρ, ρ]`, then
`‖e_n‖ ≤ ‖e_0‖ / T_n(1/ρ)`. -/
theorem norm_err_le [FiniteDimensional ℝ E] {G : Module.End ℝ E}
    (hG : LinearMap.IsSymmetric G) {ρ : ℝ} (h0 : 0 < ρ) (h1 : ρ ≤ 1)
    (hspec : ∀ μ : ℝ, Module.End.HasEigenvalue G μ → |μ| ≤ ρ) (e₀ : E) (n : ℕ) :
    ‖err G ρ e₀ n‖ ≤ ‖e₀‖ / cheb n (1 / ρ) := by
  obtain ⟨b, μ, hb⟩ : ∃ (b : OrthonormalBasis (Fin (Module.finrank ℝ E)) ℝ E)
      (μ : Fin (Module.finrank ℝ E) → ℝ), ∀ i, G (b i) = μ i • b i :=
    ⟨hG.eigenvectorBasis rfl, hG.eigenvalues rfl, fun i => hG.apply_eigenvectorBasis rfl i⟩
  -- on the spectrum the Chebyshev polynomial is a cosine
  have ht : ∀ i, |cheb n (μ i / ρ)| ≤ 1 := fun i => by
    have hμ : |μ i| ≤ ρ := hspec _ (Module.End.hasEigenvalue_of_hasEigenvector
      ⟨Module.End.mem_eigenspace_iff.2 (hb i), b.orthonormal.ne_zero i⟩)
    have hx : |μ i / ρ| ≤ 1 := by rwa [abs_div, abs_of_pos h0, div_le_one h0]
    have hcos := Chebyshev.T_real_cos (Real.arccos (μ i / ρ)) (n : ℤ)
    rw [Real.cos_arccos (abs_le.1 hx).1 (abs_le.1 hx).2] at hcos
    unfold cheb
    rw [hcos]
    exact Real.abs_cos_le_one _
  have parseval : ∀ x : E, ‖x‖ ^ 2 = ∑ i, (inner ℝ (b i) x) ^ 2 := fun x => by
    rw [← b.repr.norm_map x, EuclideanSpace.norm_sq_eq]
    exact Finset.sum_congr rfl fun i _ => by
      rw [b.repr_apply_apply, Real.norm_eq_abs, sq_abs]
  have hc : 0 < cheb n (1 / ρ) := zero_lt_one.trans_le (one_le_cheb h0 h1 n)
  rw [le_div_iff₀ hc]
  refine (sq_le_sq₀ (mul_nonneg (norm_nonneg _) hc.le) (norm_nonneg _)).1 ?_
  rw [mul_pow, parseval (err G ρ e₀ n), parseval e₀, Finset.sum_mul]
  -- compare the two sums mode by mode
  refine Finset.sum_le_sum fun i _ => ?_
  rw [← mul_pow, mul_comm, inner_err hG h0 h1 (hb i) e₀ n, mul_pow]
  exact mul_le_of_le_one_left (sq_nonneg _) ((sq_le_one_iff_abs_le_one _).2 (ht i))
```

The bound is attained if \(\rho\) itself is an eigenvalue. Take \(e_0=v\) with \(Gv=\rho v\). Then \(c_0e_0=c_1e_1=v\), and the rescaled recurrence keeps this value, because \((2/\rho)Gv-v=v\). So \(e_n=v/c_n\) exactly.

```lean
/-- An initial error `v` with `G v = ρ v` is reduced after `n` steps to exactly
`v / T_n(1/ρ)`. -/
theorem err_edge_mode {G : Module.End ℝ E} {ρ : ℝ} (h0 : 0 < ρ) (h1 : ρ ≤ 1)
    {v : E} (hv : G v = ρ • v) (n : ℕ) :
    err G ρ v n = (cheb n (1 / ρ))⁻¹ • v := by
  have key : cheb n (1 / ρ) • err G ρ v n = v := by
    induction n using Nat.twoStepInduction with
    | zero => simp [cheb, err]
    | one => simp [cheb, err, hv, smul_smul, h0.ne']
    | more n ih0 ih1 =>
      rw [scaled_recurrence G h0 h1, ih1, ih0, hv, smul_smul, div_mul_cancel₀ _ h0.ne']
      module
  have hc : cheb n (1 / ρ) ≠ 0 := (zero_lt_one.trans_le (one_le_cheb h0 h1 n)).ne'
  rw [eq_inv_smul_iff₀ hc, key]
```

## A geometric rate for the solver

To see how fast \(c_n\) grows, take \(qr=1\) and suppose that \(T_n\bigl((q+r)/2\bigr)=(q^n+r^n)/2\) holds for \(n\) and \(n+1\). Then

\[
(q+r)\frac{q^{n+1}+r^{n+1}}{2}-\frac{q^n+r^n}{2}
=\frac{q^{n+2}+r^{n+2}}{2}+(qr-1)\frac{q^n+r^n}{2},
\]

and the last term vanishes. The cases \(n=0\) and \(n=1\) are immediate.

```lean
/-- If `q r = 1`, then `T_n((q + r)/2) = (q^n + r^n)/2`. -/
theorem cheb_half_add {q r : ℝ} (h : q * r = 1) (n : ℕ) :
    cheb n ((q + r) / 2) = (q ^ n + r ^ n) / 2 := by
  induction n using Nat.twoStepInduction with
  | zero => simp [cheb]
  | one => simp [cheb]
  | more n ih0 ih1 =>
    rw [cheb_add_two, ih1, ih0]
    linear_combination (q ^ n + r ^ n) / 2 * h
```

Next, the solver has to be tied to the error recursion. Let \(x\) satisfy \(Gx+b=x\); the existence of such an \(x\) is a hypothesis. At the first step, \(x_1-x=G(x_0-x)\). Later, since the two weights add up to one, \(x=w_{n+1}(Gx+b)+(1-w_{n+1})x\). Subtracting this from the solver step cancels \(b\) and leaves the error recursion with \(e_n=x_n-x\).

```lean
/-- The deviation of the solver from a solution `x = G x + b` follows the error recursion. -/
theorem iterate_sub (G : Module.End ℝ E) (ρ : ℝ) {b x : E} (hx : G x + b = x)
    (x₀ : E) (n : ℕ) : iterate G b ρ x₀ n - x = err G ρ (x₀ - x) n := by
  induction n using Nat.twoStepInduction with
  | zero => rfl
  | one =>
    change G x₀ + b - x = G (x₀ - x)
    rw [map_sub]
    linear_combination (norm := module) hx
  | more n ih0 ih1 =>
    change weight ρ (n + 1) • (G (iterate G b ρ x₀ (n + 1)) + b)
      + (1 - weight ρ (n + 1)) • iterate G b ρ x₀ n - x =
      weight ρ (n + 1) • G (err G ρ (x₀ - x) (n + 1))
      + (1 - weight ρ (n + 1)) • err G ρ (x₀ - x) n
    rw [← ih1, ← ih0, map_sub]
    linear_combination (norm := module) weight ρ (n + 1) • hx
```

Finally put \(s=\sqrt{1-\rho^2}\), \(q=\rho/(1+s)\) and \(r=(1+s)/\rho\). Then \(qr=1\), and \(\rho^2+s^2=1\) gives

\[
q+r=\frac{\rho^2+(1+s)^2}{\rho(1+s)}=\frac{2+2s}{\rho(1+s)}=\frac{2}{\rho} .
\]

So \(c_n=(q^n+r^n)/2\), and \(2q^nc_n=q^{2n}+1\ge 1\), which is `hq` in the proof. Therefore \(1/c_n\le 2q^n\), and the norm bound becomes

\[
\|x_n-x\|\le 2q^n\|x_0-x\| .
\]

For \(\rho=0.99\) this gives \(q\approx 0.868\), and 22 steps guarantee a tenfold reduction. The estimate is for exact arithmetic; it does not treat rounding errors, non-symmetric \(G\) or nonlinear self-consistency.

```lean
/-- For symmetric `G` with eigenvalues in `[-ρ, ρ]`, the solver obeys
`‖x_n - x‖ ≤ 2 q^n ‖x_0 - x‖` with `q = ρ / (1 + √(1 - ρ²))`. -/
theorem norm_iterate_sub_le [FiniteDimensional ℝ E] {G : Module.End ℝ E}
    (hG : LinearMap.IsSymmetric G) {ρ : ℝ} (h0 : 0 < ρ) (h1 : ρ ≤ 1)
    (hspec : ∀ μ : ℝ, Module.End.HasEigenvalue G μ → |μ| ≤ ρ)
    {b x : E} (hx : G x + b = x) (x₀ : E) (n : ℕ) :
    ‖iterate G b ρ x₀ n - x‖ ≤ 2 * chebRate ρ ^ n * ‖x₀ - x‖ := by
  rw [iterate_sub G ρ hx]
  refine (norm_err_le hG h0 h1 hspec (x₀ - x) n).trans ?_
  have hc : 0 < cheb n (1 / ρ) := zero_lt_one.trans_le (one_le_cheb h0 h1 n)
  have hq : 1 ≤ 2 * chebRate ρ ^ n * cheb n (1 / ρ) := by
    have hs0 := Real.sqrt_nonneg (1 - ρ ^ 2)
    have hs : √(1 - ρ ^ 2) ^ 2 = 1 - ρ ^ 2 := Real.sq_sqrt (by nlinarith)
    unfold chebRate
    generalize √(1 - ρ ^ 2) = s at hs0 hs ⊢
    have hs1 : 1 + s ≠ 0 := by positivity
    have hqr : ρ / (1 + s) * ((1 + s) / ρ) = 1 := by field_simp
    have hsum : 1 / ρ = (ρ / (1 + s) + (1 + s) / ρ) / 2 := by
      field_simp
      linear_combination -hs
    have hpow : (ρ / (1 + s)) ^ n * ((1 + s) / ρ) ^ n = 1 := by
      rw [← mul_pow, hqr, one_pow]
    rw [hsum, cheb_half_add hqr]
    nlinarith [sq_nonneg ((ρ / (1 + s)) ^ n)]
  rw [div_le_iff₀ hc]
  nlinarith [mul_le_mul_of_nonneg_right hq (norm_nonneg (x₀ - x))]

end

end ChebyshevSemiIteration
```

```lean
#print axioms ChebyshevSemiIteration.err_closed_form
-- 'ChebyshevSemiIteration.err_closed_form' depends on axioms: [propext, Classical.choice, Quot.sound]
#print axioms ChebyshevSemiIteration.err_edge_mode
-- 'ChebyshevSemiIteration.err_edge_mode' depends on axioms: [propext, Classical.choice, Quot.sound]
#print axioms ChebyshevSemiIteration.norm_iterate_sub_le
-- 'ChebyshevSemiIteration.norm_iterate_sub_le' depends on axioms: [propext, Classical.choice, Quot.sound]
```

## Three steps with \(\rho=4/5\)

Take \(G=\mathrm{diag}(4/5,\,0)\) and \(e_0=(1,1)\). Here \(s=3/5\), \(q=1/2\) and \(c_n=(2^n+2^{-n})/2\), so \(c_1=5/4\), \(c_2=17/8\) and \(c_3=65/16\). The weights are \(w_1=25/17\) and \(w_2=17/13\). The recursion gives

\[
e_1=\left(\tfrac45,\,0\right),\qquad
e_2=\left(\tfrac{8}{17},\,-\tfrac{8}{17}\right),\qquad
e_3=\left(\tfrac{16}{65},\,0\right).
\]

The first component is \(1/c_n\) throughout, as it must be for the edge mode. The second returns at \(n=2\), because \(T_2(0)=-1\), and there \(\|e_2\|=\|e_0\|/c_2\) exactly. After three steps the error norm is \(16/65\approx 0.246\), while repeated substitution leaves \((4/5)^3=0.512\).
